# For a continuous radial density of compact support, $k$ times the Slater integral $F^k$ tends to $2\int_0^\infty\rho^2\,dr$

Take the constant radial density $\sigma(s)=1$ and a radius $r>0$. Its multipole potential of order $k\ge 1$ is

$$\int_0^r \frac{s^k}{r^{k+1}}\,ds+\int_r^\infty \frac{r^k}{s^{k+1}}\,ds=\frac1{k+1}+\frac1k .$$

At $k=1$ this is $3/2$, whatever $r$ is. Multiplied by $k$, it tends to $2$. As $k$ grows, the weight also gathers around $s=r$, where any continuous density is nearly constant. The general limit follows from these two facts.

```lean
import Mathlib

open MeasureTheory Filter Set Topology

namespace SlaterIntegralDecay

noncomputable section
```

## Kernel, potential and Slater integral

The radial factor of the Coulomb repulsion at multipole order $k$, in atomic units, is

$$K_k(r,s)=\frac{\min(r,s)^k}{\max(r,s)^{k+1}} .$$

```lean
/-- The radial kernel `min(r,s)^k / max(r,s)^(k+1)` of the Coulomb multipole of order `k`,
for radii `r, s > 0`. -/
def multipoleKernel (k : ℕ) (r s : ℝ) : ℝ := min r s ^ k / max r s ^ (k + 1)
```

A density $\sigma$ produces the potential $V_k(r)=\int_0^\infty\sigma(s)K_k(r,s)\,ds$. Densities include the factor $r^2$ of the volume element, so `Ioi 0` carries plain $ds$.

```lean
/-- The radial potential of order `k` at radius `r > 0` made by the radial density `σ`. -/
def multipolePotential (k : ℕ) (σ : ℝ → ℝ) (r : ℝ) : ℝ :=
  ∫ s in Ioi 0, σ s * multipoleKernel k r s
```

The Slater integral is $R^k(\rho,\sigma)=\int_0^\infty\!\int_0^\infty\rho(r)\sigma(s)K_k(r,s)\,ds\,dr$, and $F^k=R^k(\rho,\rho)$. With real radial orbitals $P_a,P_b$ (each $r$ times the radial wavefunction), the direct integral, usually written $F^k(a,b)$, has $\rho=P_a^2$, $\sigma=P_b^2$; the exchange integral, usually written $G^k(a,b)$, has $\rho=\sigma=P_aP_b$. Here $F^k$ without arguments always means equal densities; for $\rho=P_a^2$ it is $F^k(a,a)$. The functions are real and need not be positive or normalised.

```lean
/-- The Slater integral of order `k` between the radial densities `ρ` and `σ`. -/
def slaterIntegral (k : ℕ) (ρ σ : ℝ → ℝ) : ℝ :=
  ∫ r in Ioi 0, ∫ s in Ioi 0, ρ r * σ s * multipoleKernel k r s
```

## Weight and concentration of the kernel

At positive radii, $K_k\ge0$.

```lean
/-- The multipole kernel is nonnegative at positive radii. -/
theorem kernel_nonneg (k : ℕ) {r s : ℝ} (hr : 0 < r) (hs : 0 < s) :
    0 ≤ multipoleKernel k r s :=
  div_nonneg (pow_nonneg (le_min hr.le hs.le) _) (pow_nonneg (le_max_of_le_left hr.le) _)
```

The opening computation gives the total weight. The proof splits the half-line at $r$ and integrates a power on each side: `v1` is the inner part $1/(k+1)$, `v2` the outer part $1/k$.

```lean
/-- For `k ≥ 1` and `r > 0` the kernel is integrable over the second radius, with total weight
`1/k + 1/(k+1)`. -/
theorem kernel_weight {k : ℕ} (hk : 0 < k) {r : ℝ} (hr : 0 < r) :
    Integrable (multipoleKernel k r) (volume.restrict (Ioi 0)) ∧
      ∫ s in Ioi 0, multipoleKernel k r s = 1 / (k : ℝ) + 1 / ((k : ℝ) + 1) := by
  have hk' : (0 : ℝ) < k := by exact_mod_cast hk
  have hk0 := hk'.ne'
  have hr0 := hr.ne'
  have e1 : EqOn (fun s : ℝ => s ^ k / r ^ (k + 1)) (multipoleKernel k r) (Ioc 0 r) := by
    intro s hs
    simp only [multipoleKernel, min_eq_right hs.2, max_eq_left hs.2]
  have e2 : EqOn (fun s : ℝ => r ^ k * s ^ (-((k + 1 : ℕ) : ℝ))) (multipoleKernel k r)
      (Ioi r) := by
    intro s hs
    have hs' : r < s := hs
    simp only [multipoleKernel, min_eq_left hs'.le, max_eq_right hs'.le]
    rw [Real.rpow_neg (hr.trans hs').le, Real.rpow_natCast, div_eq_mul_inv]
  have hc : -((k + 1 : ℕ) : ℝ) < -1 := by push_cast; linarith
  have i1 : IntegrableOn (multipoleKernel k r) (Ioc 0 r) :=
    IntegrableOn.congr_fun (Continuous.integrableOn_Ioc (by fun_prop)) e1 measurableSet_Ioc
  have i2 : IntegrableOn (multipoleKernel k r) (Ioi r) :=
    IntegrableOn.congr_fun (Integrable.const_mul (integrableOn_Ioi_rpow_of_lt hc hr) _) e2
      measurableSet_Ioi
  -- the inner region gives 1/(k+1), the outer region 1/k
  have v1 : ∫ s in Ioc 0 r, multipoleKernel k r s = 1 / ((k : ℝ) + 1) := by
    rw [← setIntegral_congr_fun measurableSet_Ioc e1, ← intervalIntegral.integral_of_le hr.le,
      intervalIntegral.integral_div, integral_pow, zero_pow (Nat.succ_ne_zero k), sub_zero]
    field_simp
  have v2 : ∫ s in Ioi r, multipoleKernel k r s = 1 / (k : ℝ) := by
    have h : -((k + 1 : ℕ) : ℝ) + 1 = -(k : ℝ) := by push_cast; ring
    rw [← setIntegral_congr_fun measurableSet_Ioi e2, integral_const_mul,
      integral_Ioi_rpow_of_lt hc hr, h, Real.rpow_neg hr.le, Real.rpow_natCast]
    field_simp
  have hd : Disjoint (Ioc 0 r) (Ioi r) :=
    Set.disjoint_left.mpr fun x hx hy => absurd hx.2 (not_le_of_gt hy)
  rw [← Ioc_union_Ioi_eq_Ioi hr.le]
  exact ⟨i1.union i2, by rw [setIntegral_union hd measurableSet_Ioi i1 i2, v1, v2, add_comm]⟩
```

Concentration comes from comparing neighbouring orders:

$$|s-r|\,K_{k+1}\le r\,(K_k-K_{k+2}).$$

The right side minus the left side is $s^k(r-s)/r^{k+1}$ for $s\le r$, and $r^{k+2}(s-r)/s^{k+3}$ for $s\ge r$. Both are nonnegative. The two cases come from `le_total`, and `e` is the identity in each.

```lean
/-- At positive radii, the kernel of order `k+1` times the distance `|s - r|` is at most `r` times
the kernel of order `k` minus the kernel of order `k+2`. -/
theorem kernel_concentrates (k : ℕ) {r s : ℝ} (hr : 0 < r) (hs : 0 < s) :
    |s - r| * multipoleKernel (k + 1) r s ≤
      r * (multipoleKernel k r s - multipoleKernel (k + 2) r s) := by
  unfold multipoleKernel
  rcases le_total s r with h | h
  · rw [min_eq_right h, max_eq_left h, abs_of_nonpos (by linarith)]
    have e : r * (s ^ k / r ^ (k + 1) - s ^ (k + 2) / r ^ (k + 2 + 1))
        - -(s - r) * (s ^ (k + 1) / r ^ (k + 1 + 1)) = s ^ k * (r - s) / r ^ (k + 1) := by
      field_simp
      ring
    have p : 0 ≤ s ^ k * (r - s) / r ^ (k + 1) :=
      div_nonneg (mul_nonneg (by positivity) (by linarith)) (by positivity)
    linarith
  · rw [min_eq_left h, max_eq_right h, abs_of_nonneg (by linarith)]
    have e : r * (r ^ k / s ^ (k + 1) - r ^ (k + 2) / s ^ (k + 2 + 1))
        - (s - r) * (r ^ (k + 1) / s ^ (k + 1 + 1)) = r ^ (k + 2) * (s - r) / s ^ (k + 3) := by
      field_simp
      ring
    have p : 0 ≤ r ^ (k + 2) * (s - r) / s ^ (k + 3) :=
      div_nonneg (mul_nonneg (by positivity) (by linarith)) (by positivity)
    linarith
```

## The potential becomes local

If $|\sigma|\le M$ at positive radii, the weight gives, for $k\ge1$,

$$|kV_k(r)|\le kM\left(\frac1k+\frac1{k+1}\right)=2M-\frac{M}{k+1}\le 2M .$$

At $k=0$ the potential of a bounded density can diverge, as it does for $\sigma=1$. Lean gives a non-integrable integral the value $0$, so the formal product with $k=0$ is always $0$ and the bound holds trivially; only $k\ge1$ has content.

```lean
/-- For a continuous density with `|σ| ≤ M` at positive radii, `k` times the potential of order
`k` is at most `2M` in size at every `r > 0`; for `k ≥ 1` its integrand is integrable. -/
theorem potential_bound {σ : ℝ → ℝ} (hσ : Continuous σ) {M : ℝ} (hM : ∀ s, 0 < s → |σ s| ≤ M)
    (k : ℕ) {r : ℝ} (hr : 0 < r) :
    (0 < k → Integrable (fun s => σ s * multipoleKernel k r s) (volume.restrict (Ioi 0))) ∧
      |(k : ℝ) * multipolePotential k σ r| ≤ 2 * M := by
  have hM0 : 0 ≤ M := (abs_nonneg _).trans (hM r hr)
  rcases Nat.eq_zero_or_pos k with rfl | hk
  · exact ⟨fun h => absurd h (lt_irrefl 0), by simpa using hM0⟩
  obtain ⟨i, v⟩ := kernel_weight hk hr
  have hb : ∀ᵐ s ∂(volume.restrict (Ioi (0 : ℝ))),
      ‖σ s * multipoleKernel k r s‖ ≤ M * multipoleKernel k r s := by
    refine ae_restrict_of_forall_mem measurableSet_Ioi fun s hs => ?_
    have hK := kernel_nonneg k hr hs
    rw [Real.norm_eq_abs, abs_mul, abs_of_nonneg hK]
    exact mul_le_mul_of_nonneg_right (hM s hs) hK
  refine ⟨fun _ => (i.const_mul M).mono'
    (hσ.aestronglyMeasurable.mul i.aestronglyMeasurable) hb, ?_⟩
  have h := norm_integral_le_of_norm_le (i.const_mul M) hb
  rw [integral_const_mul, v, Real.norm_eq_abs] at h
  have hk' : (0 : ℝ) < k := by exact_mod_cast hk
  have e : (k : ℝ) * (M * (1 / (k : ℝ) + 1 / ((k : ℝ) + 1))) = 2 * M - M / ((k : ℝ) + 1) := by
    field_simp
    ring
  have p : 0 ≤ M / ((k : ℝ) + 1) := by positivity
  rw [abs_mul, abs_of_pos hk']
  have h2 := mul_le_mul_of_nonneg_left h hk'.le
  unfold multipolePotential
  linarith
```

Now suppose $|\sigma(s)-\sigma(r)|\le\varepsilon+C|s-r|$ with $C\ge0$, and let $k\ge1$. Write $m=\frac1{k+1}+\frac1{k+2}$ for the weight of $K_{k+1}$, and $d=\frac1k+\frac1{k+1}-\frac1{k+2}-\frac1{k+3}$ for the difference of the weights of $K_k$ and $K_{k+2}$. Integrating the assumption against $K_{k+1}$ and using concentration,

$$|V_{k+1}(r)-\sigma(r)m|\le\varepsilon m+Cr\,d .$$

Since $(k+1)m=2-\frac1{k+2}$ and $(k+1)d\le\frac4k$,

$$|(k+1)V_{k+1}(r)-2\sigma(r)|\le2\varepsilon+\frac{|\sigma(r)|+4Cr}{k}.$$

In the code, `key` is the integrated inequality, while `a1` and `a2` evaluate the two products.

```lean
/-- If a continuous density, bounded at positive radii, varies around `r > 0` by at most
`ε + C|s - r|` with `C ≥ 0`, then for `k ≥ 1` its potential of order `k+1`, times `k+1`, equals
`2σ(r)` up to `2ε + (|σ(r)| + 4Cr)/k`. -/
theorem potential_estimate {σ : ℝ → ℝ} (hσ : Continuous σ) {M : ℝ}
    (hM : ∀ s, 0 < s → |σ s| ≤ M) {r ε C : ℝ} (hr : 0 < r) (hC : 0 ≤ C)
    (h : ∀ s, 0 < s → |σ s - σ r| ≤ ε + C * |s - r|) {k : ℕ} (hk : 0 < k) :
    |((k : ℝ) + 1) * multipolePotential (k + 1) σ r - 2 * σ r| ≤
      2 * ε + (|σ r| + 4 * C * r) / k := by
  have hε : 0 ≤ ε := by simpa using h r hr
  have hx : (0 : ℝ) < k := by exact_mod_cast hk
  obtain ⟨i0, v0⟩ := kernel_weight hk hr
  obtain ⟨i1, v1⟩ := kernel_weight (Nat.succ_pos k) hr
  obtain ⟨i2, v2⟩ := kernel_weight (Nat.succ_pos (k + 1)) hr
  have hI := (potential_bound hσ hM (k + 1) hr).1 (Nat.succ_pos k)
  have i3 : Integrable (fun s => C * r * (multipoleKernel k r s - multipoleKernel (k + 2) r s))
      (volume.restrict (Ioi 0)) := (i0.sub i2).const_mul _
  -- compare with the constant density σ(r)
  have key := norm_integral_le_of_norm_le ((i1.const_mul ε).add i3)
    (f := fun s => σ s * multipoleKernel (k + 1) r s - σ r * multipoleKernel (k + 1) r s) (by
      refine ae_restrict_of_forall_mem measurableSet_Ioi fun s hs => ?_
      have hK := kernel_nonneg (k + 1) hr hs
      have b1 := mul_le_mul_of_nonneg_right (h s hs) hK
      have b2 := mul_le_mul_of_nonneg_left (kernel_concentrates k hr hs) hC
      simp only [Pi.add_apply]
      rw [← sub_mul, Real.norm_eq_abs, abs_mul, abs_of_nonneg hK]
      linarith)
  simp only [Pi.add_apply] at key
  rw [integral_sub hI (i1.const_mul _), integral_add (i1.const_mul ε) i3, integral_const_mul,
    integral_const_mul, integral_const_mul, integral_sub i0 i2, Real.norm_eq_abs] at key
  obtain ⟨m, hm⟩ : ∃ m : ℝ, m = 1 / ((k : ℝ) + 1) + 1 / ((k : ℝ) + 2) := ⟨_, rfl⟩
  obtain ⟨d, hd⟩ : ∃ d : ℝ, d = 1 / (k : ℝ) + 1 / ((k : ℝ) + 1)
    - (1 / ((k : ℝ) + 2) + 1 / ((k : ℝ) + 3)) := ⟨_, rfl⟩
  have w1 : ∫ s in Ioi 0, multipoleKernel (k + 1) r s = m := by
    rw [hm]; refine v1.trans ?_; push_cast; ring
  have w2 : (∫ s in Ioi 0, multipoleKernel k r s)
      - ∫ s in Ioi 0, multipoleKernel (k + 2) r s = d := by
    rw [hd, v0]; refine (congrArg _ v2).trans ?_; push_cast; ring
  rw [w1, w2] at key
  change |multipolePotential (k + 1) σ r - σ r * m| ≤ _ at key
  have a1 : ((k : ℝ) + 1) * m = 2 - 1 / ((k : ℝ) + 2) := by
    rw [hm]; field_simp; ring
  have a2 : 4 * (1 / (k : ℝ)) - ((k : ℝ) + 1) * d
      = 2 / (k * ((k : ℝ) + 2)) + 6 / (k * ((k : ℝ) + 3)) := by
    rw [hd]; field_simp; ring
  have p1 : 0 ≤ 1 / ((k : ℝ) + 2) := by positivity
  have p2 : 0 ≤ 2 / (k * ((k : ℝ) + 2)) + 6 / (k * ((k : ℝ) + 3)) := by positivity
  have p3 : 1 / ((k : ℝ) + 2) ≤ 1 / (k : ℝ) :=
    one_div_le_one_div_of_le hx (by linarith)
  have b1 := mul_le_mul_of_nonneg_left key (by linarith : 0 ≤ (k : ℝ) + 1)
  have b2 := mul_le_mul_of_nonneg_left (by linarith : ((k : ℝ) + 1) * m ≤ 2) hε
  have b3 := mul_le_mul_of_nonneg_left
    (by linarith : ((k : ℝ) + 1) * d ≤ 4 * (1 / (k : ℝ))) (mul_nonneg hC hr.le)
  have b4 := mul_le_mul_of_nonneg_left p3 (abs_nonneg (σ r))
  have e1 : ((k : ℝ) + 1) * multipolePotential (k + 1) σ r - 2 * σ r
      = ((k : ℝ) + 1) * (multipolePotential (k + 1) σ r - σ r * m)
        - σ r * (1 / ((k : ℝ) + 2)) := by
    linear_combination (σ r) * a1
  have e2 : (|σ r| + 4 * C * r) / k = |σ r| * (1 / (k : ℝ)) + C * r * (4 * (1 / (k : ℝ))) := by
    ring
  have t := norm_sub_le (((k : ℝ) + 1) * (multipolePotential (k + 1) σ r - σ r * m))
    (σ r * (1 / ((k : ℝ) + 2)))
  rw [Real.norm_eq_abs, Real.norm_eq_abs, Real.norm_eq_abs, abs_mul, abs_mul,
    abs_of_nonneg p1, abs_of_pos (by linarith : 0 < (k : ℝ) + 1)] at t
  rw [e1, e2]
  linarith
```

Given a tolerance $e>0$, continuity supplies $\delta>0$ with $|\sigma(s)-\sigma(r)|<e/4$ whenever $|s-r|<\delta$. Farther away the difference is at most $2M\le(2M/\delta)|s-r|$. So $\varepsilon=e/4$ and $C=2M/\delta$ work at every $s>0$, which is `hl`. The error is then at most $e/2$ plus a term that falls below $e/2$ for large $k$. Hence $kV_k(r)\to2\sigma(r)$.

```lean
/-- For a continuous density bounded at positive radii, `k` times the potential of order `k`
tends to twice the local density at every `r > 0`. -/
theorem potential_tendsto {σ : ℝ → ℝ} (hσ : Continuous σ) {M : ℝ}
    (hM : ∀ s, 0 < s → |σ s| ≤ M) {r : ℝ} (hr : 0 < r) :
    Tendsto (fun k : ℕ => (k : ℝ) * multipolePotential k σ r) atTop (𝓝 (2 * σ r)) := by
  have hM0 : 0 ≤ M := (abs_nonneg _).trans (hM r hr)
  rw [← tendsto_add_atTop_iff_nat 1, Metric.tendsto_nhds]
  intro e he
  obtain ⟨δ, hδ, h⟩ := Metric.continuous_iff.mp hσ r (e / 4) (by positivity)
  have hC : 0 ≤ 2 * M / δ := by positivity
  -- near r use continuity, far from r use the bound M
  have hl : ∀ s, 0 < s → |σ s - σ r| ≤ e / 4 + 2 * M / δ * |s - r| := by
    intro s hs
    by_cases hd : |s - r| < δ
    · have h' := h s (by rwa [Real.dist_eq])
      rw [Real.dist_eq] at h'
      have := mul_nonneg hC (abs_nonneg (s - r))
      linarith
    · have h1 := abs_le.mp (hM s hs)
      have h2 := abs_le.mp (hM r hr)
      have h3 : |σ s - σ r| ≤ 2 * M := abs_le.mpr ⟨by linarith [h1.1, h2.2],
        by linarith [h1.2, h2.1]⟩
      have h4 := mul_le_mul_of_nonneg_left (not_lt.mp hd) hC
      have h5 : 2 * M / δ * δ = 2 * M := by field_simp
      linarith
  filter_upwards [(tendsto_const_div_atTop_nhds_zero_nat
    (|σ r| + 4 * (2 * M / δ) * r)).eventually_lt_const (half_pos he),
    eventually_gt_atTop 0] with k h1 hk
  have h2 := potential_estimate hσ hM hr hC hl hk
  rw [Real.dist_eq]
  push_cast
  linarith
```

## From the potential to the Slater integral

Pulling $\rho(r)$ out of the inner integral gives

$$kR^k(\rho,\sigma)=\int_0^\infty\rho(r)\,kV_k(r)\,dr .$$

The integrand tends to $2\rho(r)\sigma(r)$ and is bounded by $2M|\rho(r)|$, which is integrable. Dominated convergence yields $kR^k\to2\int_0^\infty\rho\sigma\,dr$. Here `IntegrableOn ρ (Ioi 0)` is the hypothesis on $\rho$, while $\sigma$ must be continuous on the line and bounded at positive radii. Exponential tails are therefore allowed.

```lean
/-- If `ρ` is integrable over positive radii and `σ` is continuous on the real line and bounded at
positive radii, then `k` times their Slater integral of order `k` tends to twice the integral of
`ρ σ` over positive radii. -/
theorem slaterIntegral_tendsto {ρ σ : ℝ → ℝ} (hρ : IntegrableOn ρ (Ioi 0))
    (hσ : Continuous σ) {M : ℝ} (hM : ∀ s, 0 < s → |σ s| ≤ M) :
    Tendsto (fun k : ℕ => (k : ℝ) * slaterIntegral k ρ σ) atTop
      (𝓝 (2 * ∫ r in Ioi 0, ρ r * σ r)) := by
  have hρ' : Integrable ρ (volume.restrict (Ioi 0)) := hρ
  have e1 : (fun k : ℕ => (k : ℝ) * slaterIntegral k ρ σ) =
      fun k : ℕ => ∫ r in Ioi 0, ρ r * ((k : ℝ) * multipolePotential k σ r) := by
    funext k
    have h : slaterIntegral k ρ σ = ∫ r in Ioi 0, ρ r * multipolePotential k σ r := by
      simp only [slaterIntegral, multipolePotential, mul_assoc, integral_const_mul]
    rw [h, ← integral_const_mul]
    congr 1
    funext r
    ring
  have e2 : 2 * ∫ r in Ioi 0, ρ r * σ r = ∫ r in Ioi 0, ρ r * (2 * σ r) := by
    rw [← integral_const_mul]
    congr 1
    funext r
    ring
  have hmeas : ∀ k : ℕ, StronglyMeasurable (multipolePotential k σ) := by
    intro k
    have h : Measurable (fun p : ℝ × ℝ => σ p.2 * multipoleKernel k p.1 p.2) :=
      (hσ.measurable.comp measurable_snd).mul
        (((measurable_fst.min measurable_snd).pow_const k).div
          ((measurable_fst.max measurable_snd).pow_const (k + 1)))
    exact h.stronglyMeasurable.integral_prod_right' (ν := volume.restrict (Ioi 0))
  rw [e1, e2]
  -- dominated convergence with the bound 2M on the scaled potential
  refine tendsto_integral_of_dominated_convergence (fun r => ‖ρ r‖ * (2 * M)) ?_
    (hρ'.norm.mul_const _) ?_ ?_
  · intro k
    exact hρ'.aestronglyMeasurable.mul ((hmeas k).const_mul (k : ℝ)).aestronglyMeasurable
  · intro k
    refine ae_restrict_of_forall_mem measurableSet_Ioi fun r hr => ?_
    rw [norm_mul]
    exact mul_le_mul_of_nonneg_left (potential_bound hσ hM k hr).2 (norm_nonneg _)
  · exact ae_restrict_of_forall_mem measurableSet_Ioi fun r hr =>
      (potential_tendsto hσ hM hr).const_mul (ρ r)
```

When $\rho\sigma$ vanishes everywhere, the limit is zero and $R^k$ falls faster than $1/k$. If $\rho$ lives in $(0,b]$ and $\sigma$ in $[c,\infty)$ with $b<c$, the elementary bound $K_k\le(b/c)^k/c$ even gives geometric decay when both densities are integrable; this is not formalised here.

For $\rho=\sigma$, continuity and `HasCompactSupport` supply both integrability and the bound $M$. A support in $[a,b]$ with $0<a<b$ is a special case. Atomic densities with exponential tails do not have compact support; if they are continuous, bounded and integrable, the preceding theorem with $\sigma=\rho$ gives the same limit.

```lean
/-- For a continuous radial density of compact support, `k F^k` tends to twice the integral of
the squared density over positive radii. -/
theorem slaterF_tendsto {ρ : ℝ → ℝ} (hρ : Continuous ρ) (hc : HasCompactSupport ρ) :
    Tendsto (fun k : ℕ => (k : ℝ) * slaterIntegral k ρ ρ) atTop
      (𝓝 (2 * ∫ r in Ioi 0, ρ r ^ 2)) := by
  obtain ⟨M, hM⟩ := hc.exists_bound_of_continuous hρ
  have h := slaterIntegral_tendsto (hρ.integrable_of_hasCompactSupport hc).integrableOn hρ
    (fun s _ => hM s)
  simpa only [pow_two] using h
```

## Slower than every geometric sequence

Let $\rho$ be continuous with compact support, $0<q<1$ and $\int_0^\infty\rho^2\,dr>0$; the last condition says that the density is not identically zero at positive radii. For $k\ge1$,

$$\frac{F^k}{q^k}=(kF^k)\cdot\frac1{kq^k}.$$

The first factor has a positive limit, and $kq^k$ tends to zero through positive values, so the ratio tends to infinity.

In electronic structure, this means that for a fixed density of this kind the integrals $F^k$ alone do not make a multipole expansion of the repulsion energy converge geometrically, although the kernel $K_k(r,s)$ itself decays geometrically at any fixed $r\ne s$. In the energy each $F^k$ is multiplied by an angular coefficient, which is not modelled here. Between orbitals of definite angular momentum these coefficients vanish beyond a finite $k$, and the sum terminates.

```lean
/-- For a continuous radial density of compact support whose square has positive integral over
positive radii, `F^k` divided by `q^k` grows without bound for every `0 < q < 1`. -/
theorem slaterF_slower_than_geometric {ρ : ℝ → ℝ} (hρ : Continuous ρ)
    (hc : HasCompactSupport ρ) (hpos : 0 < ∫ r in Ioi 0, ρ r ^ 2) {q : ℝ} (hq : 0 < q)
    (hq1 : q < 1) :
    Tendsto (fun k : ℕ => slaterIntegral k ρ ρ / q ^ k) atTop atTop := by
  have h0 : Tendsto (fun k : ℕ => (k : ℝ) * q ^ k) atTop (𝓝[>] 0) := by
    refine tendsto_nhdsWithin_iff.mpr
      ⟨tendsto_self_mul_const_pow_of_lt_one hq.le hq1, ?_⟩
    filter_upwards [eventually_gt_atTop 0] with k hk
    have hk' : (0 : ℝ) < k := by exact_mod_cast hk
    exact mul_pos hk' (pow_pos hq k)
  have h1 := (slaterF_tendsto hρ hc).pos_mul_atTop (by linarith)
    (tendsto_inv_nhdsGT_zero.comp h0)
  refine h1.congr' ?_
  filter_upwards [eventually_gt_atTop 0] with k hk
  have hk' : (k : ℝ) ≠ 0 := by exact_mod_cast hk.ne'
  simp only [Function.comp_apply]
  field_simp

end

end SlaterIntegralDecay
```

```lean
#print axioms SlaterIntegralDecay.slaterF_tendsto
-- 'SlaterIntegralDecay.slaterF_tendsto' depends on axioms: [propext, Classical.choice, Quot.sound]
#print axioms SlaterIntegralDecay.slaterF_slower_than_geometric
-- 'SlaterIntegralDecay.slaterF_slower_than_geometric' depends on axioms: [propext, Classical.choice, Quot.sound]
```
